# Negative transfer curvature makes relaxed energy minimizers idempotent at integer electron number

When a self-consistent-field calculation mixes the density matrices of two different Slater determinants, some orbitals of the mixture are fractionally occupied. If the energy is minimised over all density matrices with occupations between 0 and 1 and the same electron number, does the minimum return to a single determinant? For a quadratic energy in a finite real basis it does, provided that the interaction has negative curvature along every transfer of charge between two orthonormal orbitals.

## The energy and the curvature condition

Let $D$ be a real symmetric matrix with $0\le D\le 1$ and $\operatorname{tr}D=N$, where $N$ is a natural number. Its energy is

$$E(D)=\operatorname{tr}(hD)+\tfrac12B(D,D),$$

with $h$ the one-body matrix and $B$ a bilinear interaction. Suppose that $B(X,X)<0$ for every $X=uu^T-vv^T$ with $u,v$ orthonormal. Then every local minimizer $D$ of $E$ over these matrices satisfies $D^2=D$.

Physically, the condition holds when an orbital does not interact with itself and two orthonormal orbitals repel each other. In that case $B(X,X)=-B(uu^T,vv^T)-B(vv^T,uu^T)<0$.

## Damped SCF and relaxed minimisation

Damping schemes that search among convex combinations of density matrices work in this relaxed set. For a finite-basis energy that meets the curvature condition, an exact local minimizer over the whole set is already idempotent. An iterate stopped at a finite tolerance can still carry small fractional occupations. If the iterates converge to a matrix with fractional occupations, that limit is not a local minimizer.

## Moving charge between two fractional orbitals

Diagonalise $D$: $De_i=a_ie_i$ with $e_i\cdot e_j=\delta_{ij}$. The bounds give $a_i=e_i\cdot De_i\in[0,1]$, and $\sum_i a_i=N$.

If every $a_i$ were 0 or 1, then $D^2e_i=a_i^2e_i=a_ie_i=De_i$ for all $i$, hence $D^2=D$. So a non-idempotent $D$ has some $0<a_i<1$. If this were the only fractional occupation, the others would sum to an integer $M=N-a_i$, giving $M<N<M+1$, which is impossible. A second occupation $a_j$ is therefore fractional.

Write $u=e_i$, $v=e_j$, $a=a_i$, $b=a_j$ and $X=uu^T-vv^T$. The matrix $D+tX$ is symmetric with trace $N+t(1-1)=N$. For any vector $x$, put $r=x-(u\cdot x)u-(v\cdot x)v$. Then

$$x\cdot(D+tX)x=(a+t)(u\cdot x)^2+(b-t)(v\cdot x)^2+r\cdot Dr,$$
$$x\cdot x=(u\cdot x)^2+(v\cdot x)^2+r\cdot r.$$

Since $0\le r\cdot Dr\le r\cdot r$, the bounds survive whenever $a+t$ and $b-t$ lie in $[0,1]$. Both signs of $t$ are allowed if $|t|\le\min(a,1-a,b,1-b)$.

Expanding the energy gives

$$E(D\pm tX)=E(D)\pm t\left[\operatorname{tr}(hX)+\tfrac12B(D,X)+\tfrac12B(X,D)\right]+\tfrac12t^2B(X,X),$$

and the linear terms cancel in the sum:

$$E(D+tX)+E(D-tX)=2E(D)+t^2B(X,X)<2E(D)\qquad(t\ne0).$$

One of the two energies is below $E(D)$ for arbitrarily small $t$, so $D$ is not a local minimizer.

In Lean, `exists_natural_orbitals` and `exists_two_fractional` supply the orbitals, with `omega` closing the integer contradiction. `IsDensity.transfer` proves admissibility; its step `key` uses the remainder $r$. `energy_second_difference` is the last identity. The main theorem, `idempotent_of_isLocalMinOn`, extracts a radius `ε` from local minimality, picks a small enough `t`, and lets `linarith` combine the inequalities.

```lean
import Mathlib

open Matrix Topology

namespace RelaxedEnergyMinimizers

noncomputable section

variable {n : Type*} [Fintype n] [DecidableEq n]

/-- The density matrix `u uᵀ` of a single real orbital `u`. -/
def dyad (u : n → ℝ) : Matrix n n ℝ := Matrix.vecMulVec u u

/-- The energy `E(D) = tr(hD) + B(D,D)/2` with one-body part `h` and interaction `B`. -/
def energy (h : Matrix n n ℝ) (B : Matrix n n ℝ →ₗ[ℝ] Matrix n n ℝ →ₗ[ℝ] ℝ)
    (D : Matrix n n ℝ) : ℝ := Matrix.trace (h * D) + B D D / 2

/-- Relaxed `N`-electron density matrices: real symmetric, `0 ≤ D ≤ 1`, trace `N`. -/
structure IsDensity (N : ℕ) (D : Matrix n n ℝ) : Prop where
  symm : D.IsSymm
  nonneg : ∀ x : n → ℝ, 0 ≤ x ⬝ᵥ (D *ᵥ x)
  le_one : ∀ x : n → ℝ, x ⬝ᵥ (D *ᵥ x) ≤ x ⬝ᵥ x
  trace_eq : Matrix.trace D = N

/-- The interaction is strictly negative on every `u uᵀ - v vᵀ` with `u`, `v` orthonormal. -/
def PairConcave (B : Matrix n n ℝ →ₗ[ℝ] Matrix n n ℝ →ₗ[ℝ] ℝ) : Prop :=
  ∀ u v : n → ℝ, u ⬝ᵥ u = 1 → v ⬝ᵥ v = 1 → u ⬝ᵥ v = 0 →
    B (dyad u - dyad v) (dyad u - dyad v) < 0

/-- A real symmetric matrix has an orthonormal set of natural orbitals `e i` with occupations
`a i`, and the occupations add up to the trace. -/
theorem exists_natural_orbitals {D : Matrix n n ℝ} (hD : D.IsSymm) :
    ∃ (e : n → n → ℝ) (a : n → ℝ), (∀ i j, e i ⬝ᵥ e j = if i = j then 1 else 0) ∧
      (∀ i, D *ᵥ e i = a i • e i) ∧ Matrix.trace D = ∑ i, a i := by
  have hH : D.IsHermitian := by
    rw [Matrix.IsHermitian, Matrix.conjTranspose_eq_transpose_of_trivial]
    exact hD
  refine ⟨fun i => (hH.eigenvectorBasis i).ofLp, hH.eigenvalues, fun i j => ?_,
    fun i => hH.mulVec_eigenvectorBasis i, ?_⟩
  · have h := orthonormal_iff_ite.mp hH.eigenvectorBasis.orthonormal i j
    rw [EuclideanSpace.inner_eq_star_dotProduct, star_trivial, dotProduct_comm] at h
    exact h
  · simpa using hH.trace_eq_sum_eigenvalues

/-- A relaxed density matrix with integer trace that is not idempotent has at least two
orthonormal natural orbitals with occupations strictly between 0 and 1. -/
theorem exists_two_fractional {N : ℕ} {D : Matrix n n ℝ} (hD : IsDensity N D)
    (hne : D * D ≠ D) :
    ∃ (u v : n → ℝ) (a b : ℝ), u ⬝ᵥ u = 1 ∧ v ⬝ᵥ v = 1 ∧ u ⬝ᵥ v = 0 ∧
      D *ᵥ u = a • u ∧ D *ᵥ v = b • v ∧ (0 < a ∧ a < 1) ∧ (0 < b ∧ b < 1) := by
  obtain ⟨e, a, he, hev, htr⟩ := exists_natural_orbitals hD.symm
  have hee : ∀ i, e i ⬝ᵥ e i = 1 := fun i => by rw [he, if_pos rfl]
  have hq : ∀ i, e i ⬝ᵥ (D *ᵥ e i) = a i := fun i => by
    rw [hev, dotProduct_smul, hee, smul_eq_mul, mul_one]
  have h0 : ∀ i, 0 ≤ a i := fun i => hq i ▸ hD.nonneg (e i)
  have h1 : ∀ i, a i ≤ 1 := fun i => by
    have h := hD.le_one (e i)
    rwa [hq, hee] at h
  have hint : ∀ i, ¬ (0 < a i ∧ a i < 1) → a i = 0 ∨ a i = 1 := by
    intro i hi
    rcases (h0 i).eq_or_lt with h | h
    · exact Or.inl h.symm
    · exact Or.inr (le_antisymm (h1 i) (not_lt.mp fun h' => hi ⟨h, h'⟩))
  -- if all occupations were 0 or 1, then D would be idempotent
  have hi : ∃ i, 0 < a i ∧ a i < 1 := by
    by_contra hcon
    have haa : ∀ i, a i * a i = a i := fun i => by
      rcases hint i (fun h => hcon ⟨i, h⟩) with h | h <;> rw [h] <;> norm_num
    let U : Matrix n n ℝ := Matrix.of fun i j => e j i
    have hU : Uᵀ * U = 1 := by
      ext i j
      rw [Matrix.one_apply, ← he i j]
      rfl
    have hU' : U * Uᵀ = 1 := mul_eq_one_comm.mp hU
    have hDU : D * D * U = D * U := by
      ext i j
      show ((D * D) *ᵥ e j) i = (D *ᵥ e j) i
      rw [← Matrix.mulVec_mulVec, hev, Matrix.mulVec_smul, hev, smul_smul, haa]
    apply hne
    calc D * D = D * D * U * Uᵀ := by rw [Matrix.mul_assoc (D * D), hU', Matrix.mul_one]
      _ = D * U * Uᵀ := by rw [hDU]
      _ = D := by rw [Matrix.mul_assoc, hU', Matrix.mul_one]
  obtain ⟨i, hi⟩ := hi
  -- a single fractional occupation cannot give an integer trace
  have hj : ∃ j, j ≠ i ∧ (0 < a j ∧ a j < 1) := by
    by_contra hcon
    have hz : ∀ j, ∃ m : ℤ, j ≠ i → a j = m := fun j => by
      by_cases hji : j = i
      · exact ⟨0, fun h => absurd hji h⟩
      · rcases hint j (fun h => hcon ⟨j, hji, h⟩) with h | h
        · exact ⟨0, fun _ => by simp [h]⟩
        · exact ⟨1, fun _ => by simp [h]⟩
    choose m hm using hz
    have hs : ∑ j ∈ Finset.univ.erase i, a j
        = ((∑ j ∈ Finset.univ.erase i, m j : ℤ) : ℝ) := by
      rw [Int.cast_sum]
      exact Finset.sum_congr rfl fun j hj => hm j (Finset.ne_of_mem_erase hj)
    have ht := Finset.add_sum_erase Finset.univ a (Finset.mem_univ i)
    rw [← htr, hD.trace_eq, hs] at ht
    generalize (∑ j ∈ Finset.univ.erase i, m j) = M at ht
    have l1 : (M : ℝ) < ((N : ℤ) : ℝ) := by push_cast; linarith [hi.1]
    have l2 : ((N : ℤ) : ℝ) < ((M + 1 : ℤ) : ℝ) := by push_cast; linarith [hi.2]
    have l1' : M < (N : ℤ) := Int.cast_lt.mp l1
    have l2' : (N : ℤ) < M + 1 := Int.cast_lt.mp l2
    omega
  obtain ⟨j, hji, hj⟩ := hj
  exact ⟨e i, e j, a i, a j, hee i, hee j, by rw [he, if_neg (Ne.symm hji)],
    hev i, hev j, hi, hj⟩

omit [DecidableEq n] in
/-- Moving charge `t` from natural orbital `v` to an orthonormal natural orbital `u` keeps the
density matrix admissible as long as both new occupations lie in `[0,1]`. -/
theorem IsDensity.transfer {N : ℕ} {D : Matrix n n ℝ} (hD : IsDensity N D)
    {u v : n → ℝ} {a b t : ℝ} (huu : u ⬝ᵥ u = 1) (hvv : v ⬝ᵥ v = 1) (huv : u ⬝ᵥ v = 0)
    (hu : D *ᵥ u = a • u) (hv : D *ᵥ v = b • v)
    (ha : 0 ≤ a + t ∧ a + t ≤ 1) (hb : 0 ≤ b - t ∧ b - t ≤ 1) :
    IsDensity N (D + t • (dyad u - dyad v)) := by
  have hvu : v ⬝ᵥ u = 0 := by rw [dotProduct_comm, huv]
  have hadj : ∀ (w x : n → ℝ) (c : ℝ), D *ᵥ w = c • w →
      w ⬝ᵥ (D *ᵥ x) = c * (w ⬝ᵥ x) := fun w x c hw => by
    rw [Matrix.dotProduct_mulVec, ← Matrix.mulVec_transpose, hD.symm.eq, hw,
      smul_dotProduct, smul_eq_mul]
  have hdy : ∀ w x : n → ℝ, x ⬝ᵥ (dyad w *ᵥ x) = (w ⬝ᵥ x) ^ 2 := fun w x => by
    have h : dyad w *ᵥ x = (w ⬝ᵥ x) • w := by
      ext i
      simp only [dyad, Matrix.mulVec, dotProduct, Matrix.vecMulVec_apply, Pi.smul_apply,
        smul_eq_mul, Finset.sum_mul]
      exact Finset.sum_congr rfl fun j _ => by ring
    rw [h, dotProduct_smul, smul_eq_mul, dotProduct_comm x w, sq]
  have hquad : ∀ x : n → ℝ, x ⬝ᵥ ((D + t • (dyad u - dyad v)) *ᵥ x)
      = x ⬝ᵥ (D *ᵥ x) + t * ((u ⬝ᵥ x) ^ 2 - (v ⬝ᵥ x) ^ 2) := fun x => by
    have h : (t • (dyad u - dyad v)) *ᵥ x = t • ((dyad u - dyad v) *ᵥ x) := by
      ext i
      simp only [Matrix.mulVec, dotProduct, Matrix.smul_apply, Pi.smul_apply, smul_eq_mul,
        Finset.mul_sum, mul_assoc]
    rw [Matrix.add_mulVec, h, Matrix.sub_mulVec, dotProduct_add, dotProduct_smul,
      dotProduct_sub, hdy, hdy, smul_eq_mul]
  -- remove the components along u and v and use 0 ≤ D ≤ 1 on the remainder
  have key : ∀ x : n → ℝ,
      a * (u ⬝ᵥ x) ^ 2 + b * (v ⬝ᵥ x) ^ 2 ≤ x ⬝ᵥ (D *ᵥ x) ∧
      x ⬝ᵥ (D *ᵥ x) + (1 - a) * (u ⬝ᵥ x) ^ 2 + (1 - b) * (v ⬝ᵥ x) ^ 2 ≤ x ⬝ᵥ x := by
    intro x
    have hxu : x ⬝ᵥ u = u ⬝ᵥ x := dotProduct_comm x u
    have hxv : x ⬝ᵥ v = v ⬝ᵥ x := dotProduct_comm x v
    have h1 := hD.nonneg (x - (u ⬝ᵥ x) • u - (v ⬝ᵥ x) • v)
    have h2 := hD.le_one (x - (u ⬝ᵥ x) • u - (v ⬝ᵥ x) • v)
    simp only [Matrix.mulVec_sub, Matrix.mulVec_smul, hu, hv, sub_dotProduct, dotProduct_sub,
      smul_dotProduct, dotProduct_smul, smul_eq_mul, huu, hvv, huv, hvu, hadj u x a hu,
      hadj v x b hv, hxu, hxv] at h1 h2
    constructor <;> linarith
  refine ⟨Matrix.IsSymm.ext fun i j => ?_, fun x => ?_, fun x => ?_, ?_⟩
  · simp only [Matrix.add_apply, Matrix.smul_apply, Matrix.sub_apply, dyad,
      Matrix.vecMulVec_apply, hD.symm.apply i j, smul_eq_mul]
    ring
  · rw [hquad]
    linarith [(key x).1, mul_nonneg ha.1 (sq_nonneg (u ⬝ᵥ x)),
      mul_nonneg hb.1 (sq_nonneg (v ⬝ᵥ x))]
  · rw [hquad]
    linarith [(key x).2, mul_nonneg (sub_nonneg.mpr ha.2) (sq_nonneg (u ⬝ᵥ x)),
      mul_nonneg (sub_nonneg.mpr hb.2) (sq_nonneg (v ⬝ᵥ x))]
  · have ht : ∀ w : n → ℝ, Matrix.trace (dyad w) = w ⬝ᵥ w := fun _ => rfl
    rw [Matrix.trace_add, Matrix.trace_smul, Matrix.trace_sub, ht, ht, huu, hvv, sub_self,
      smul_zero, add_zero, hD.trace_eq]

omit [DecidableEq n] in
/-- The symmetric second difference of the energy along any direction `X` is exactly
`t² B(X,X)`. -/
theorem energy_second_difference (h : Matrix n n ℝ)
    (B : Matrix n n ℝ →ₗ[ℝ] Matrix n n ℝ →ₗ[ℝ] ℝ) (D X : Matrix n n ℝ) (t : ℝ) :
    energy h B (D + t • X) + energy h B (D + (-t) • X)
      = 2 * energy h B D + t ^ 2 * B X X := by
  simp only [energy, Matrix.mul_add, Matrix.mul_smul, Matrix.trace_add, Matrix.trace_smul,
    map_add, map_smul, LinearMap.add_apply, LinearMap.smul_apply, smul_eq_mul]
  ring

/-- If the interaction is strictly negative on differences of orthonormal orbital densities,
every local minimizer of the energy over relaxed `N`-electron density matrices is idempotent. -/
theorem idempotent_of_isLocalMinOn {N : ℕ} {h : Matrix n n ℝ}
    {B : Matrix n n ℝ →ₗ[ℝ] Matrix n n ℝ →ₗ[ℝ] ℝ} (hB : PairConcave B)
    {D : Matrix n n ℝ} (hD : IsDensity N D)
    (hmin : IsLocalMinOn (energy h B) {M | IsDensity N M} D) : D * D = D := by
  by_contra hne
  obtain ⟨u, v, a, b, huu, hvv, huv, hu, hv, ha, hb⟩ := exists_two_fractional hD hne
  have hc : Continuous fun t : ℝ => D + t • (dyad u - dyad v) :=
    continuous_const.add (continuous_id.smul continuous_const)
  have hlim := hc.tendsto 0
  simp only [zero_smul, add_zero] at hlim
  have h0 : ∀ᶠ M in 𝓝[{M | IsDensity N M}] D, energy h B D ≤ energy h B M := hmin
  obtain ⟨ε, hε, hball⟩ :=
    Metric.eventually_nhds_iff.mp (hlim.eventually (eventually_nhdsWithin_iff.mp h0))
  -- a transfer small enough for both occupations and for the neighbourhood
  obtain ⟨t, ht, htε, hta, hta', htb, htb'⟩ : ∃ t : ℝ, 0 < t ∧ t < ε ∧ t ≤ a ∧ t ≤ 1 - a ∧
      t ≤ b ∧ t ≤ 1 - b := by
    have hpos : 0 < min (min a (1 - a)) (min b (1 - b)) :=
      lt_min (lt_min ha.1 (sub_pos.mpr ha.2)) (lt_min hb.1 (sub_pos.mpr hb.2))
    obtain ⟨t, ht, ht'⟩ := exists_between (lt_min hε hpos)
    simp only [lt_min_iff] at ht'
    exact ⟨t, ht, ht'.1, ht'.2.1.1.le, ht'.2.1.2.le, ht'.2.2.1.le, ht'.2.2.2.le⟩
  have hplus := hball (y := t) (by rw [Real.dist_eq, sub_zero, abs_of_pos ht]; exact htε)
    (hD.transfer huu hvv huv hu hv ⟨by linarith, by linarith⟩ ⟨by linarith, by linarith⟩)
  have hminus := hball (y := -t)
    (by rw [Real.dist_eq, sub_zero, abs_neg, abs_of_pos ht]; exact htε)
    (hD.transfer huu hvv huv hu hv ⟨by linarith, by linarith⟩ ⟨by linarith, by linarith⟩)
  -- the two energies average to less than E(D)
  have hsum := energy_second_difference h B D (dyad u - dyad v) t
  have hneg := mul_neg_of_pos_of_neg (pow_pos ht 2) (hB u v huu hvv huv)
  linarith

/-- Under the same condition on the interaction, every global minimizer of the energy over
relaxed `N`-electron density matrices is idempotent. -/
theorem idempotent_of_isMinOn {N : ℕ} {h : Matrix n n ℝ}
    {B : Matrix n n ℝ →ₗ[ℝ] Matrix n n ℝ →ₗ[ℝ] ℝ} (hB : PairConcave B)
    {D : Matrix n n ℝ} (hD : IsDensity N D)
    (hmin : IsMinOn (energy h B) {M | IsDensity N M} D) : D * D = D :=
  idempotent_of_isLocalMinOn hB hD hmin.localize

omit [DecidableEq n] in
/-- An interaction without self-interaction of a normalised orbital, and repulsive between
orthonormal orbitals, is strictly negative on differences of orthonormal orbital densities. -/
theorem pairConcave_of_repulsive
    {B : Matrix n n ℝ →ₗ[ℝ] Matrix n n ℝ →ₗ[ℝ] ℝ}
    (hself : ∀ u : n → ℝ, u ⬝ᵥ u = 1 → B (dyad u) (dyad u) = 0)
    (hrep : ∀ u v : n → ℝ, u ⬝ᵥ u = 1 → v ⬝ᵥ v = 1 → u ⬝ᵥ v = 0 →
      0 < B (dyad u) (dyad v)) : PairConcave B := by
  intro u v hu hv huv
  have h1 := hrep u v hu hv huv
  have h2 := hrep v u hv hu (by rw [dotProduct_comm, huv])
  simp only [map_sub, LinearMap.sub_apply, hself u hu, hself v hv]
  linarith

/-- Direct minus exchange term of a constant pair repulsion: `tr X tr Y - tr(XY)`. -/
def constantRepulsion : Matrix n n ℝ →ₗ[ℝ] Matrix n n ℝ →ₗ[ℝ] ℝ :=
  LinearMap.mk₂ ℝ (fun X Y => Matrix.trace X * Matrix.trace Y - Matrix.trace (X * Y))
    (by intros; simp only [Matrix.trace_add, Matrix.add_mul]; ring)
    (by intros; simp only [Matrix.trace_smul, Matrix.smul_mul, smul_eq_mul]; ring)
    (by intros; simp only [Matrix.trace_add, Matrix.mul_add]; ring)
    (by intros; simp only [Matrix.trace_smul, Matrix.mul_smul, smul_eq_mul]; ring)

omit [DecidableEq n] in
/-- The constant pair repulsion gives energy 0 to a normalised orbital with itself and 1 to two
orthonormal orbitals, and is strictly negative on differences of orthonormal orbital densities. -/
theorem constantRepulsion_witness :
    (∀ u : n → ℝ, u ⬝ᵥ u = 1 → constantRepulsion (dyad u) (dyad u) = 0) ∧
    (∀ u v : n → ℝ, u ⬝ᵥ u = 1 → v ⬝ᵥ v = 1 → u ⬝ᵥ v = 0 →
      constantRepulsion (dyad u) (dyad v) = 1) ∧
    PairConcave (constantRepulsion (n := n)) := by
  have hval : ∀ u v : n → ℝ, constantRepulsion (dyad u) (dyad v)
      = (u ⬝ᵥ u) * (v ⬝ᵥ v) - (u ⬝ᵥ v) ^ 2 := fun u v => by
    have h : Matrix.trace (dyad u * dyad v) = (u ⬝ᵥ v) ^ 2 := by
      simp only [Matrix.trace, Matrix.diag_apply, Matrix.mul_apply, dyad,
        Matrix.vecMulVec_apply, dotProduct, sq, Finset.sum_mul_sum]
      exact Finset.sum_congr rfl fun i _ => Finset.sum_congr rfl fun j _ => by ring
    rw [← h]
    rfl
  have h0 : ∀ u : n → ℝ, u ⬝ᵥ u = 1 → constantRepulsion (dyad u) (dyad u) = 0 :=
    fun u hu => by rw [hval, hu]; norm_num
  have h1 : ∀ u v : n → ℝ, u ⬝ᵥ u = 1 → v ⬝ᵥ v = 1 → u ⬝ᵥ v = 0 →
      constantRepulsion (dyad u) (dyad v) = 1 :=
    fun u v hu hv huv => by rw [hval, hu, hv, huv]; norm_num
  exact ⟨h0, h1, pairConcave_of_repulsive h0 fun u v hu hv huv => by
    rw [h1 u v hu hv huv]; exact one_pos⟩

/-- For one electron in two levels with zero Hamiltonian and zero interaction, the density matrix
with both occupations one half is a minimizer that is not idempotent. -/
theorem strictness_needed :
    IsDensity 1 !![(1 / 2 : ℝ), 0; 0, 1 / 2] ∧
    IsMinOn (energy 0 0) {M | IsDensity 1 M} !![(1 / 2 : ℝ), 0; 0, 1 / 2] ∧
    !![(1 / 2 : ℝ), 0; 0, 1 / 2] * !![(1 / 2 : ℝ), 0; 0, 1 / 2]
      ≠ !![(1 / 2 : ℝ), 0; 0, 1 / 2] := by
  have hq : ∀ x : Fin 2 → ℝ, x ⬝ᵥ (!![(1 / 2 : ℝ), 0; 0, 1 / 2] *ᵥ x)
      = (x 0 ^ 2 + x 1 ^ 2) / 2 := fun x => by
    simp [Matrix.mulVec, dotProduct, Fin.sum_univ_two]
    ring
  refine ⟨⟨?_, fun x => ?_, fun x => ?_, ?_⟩, fun M _ => ?_, fun h => ?_⟩
  · refine Matrix.IsSymm.ext fun i j => ?_
    fin_cases i <;> fin_cases j <;> simp
  · rw [hq]
    positivity
  · rw [hq, dotProduct, Fin.sum_univ_two]
    nlinarith [sq_nonneg (x 0), sq_nonneg (x 1)]
  · norm_num [Matrix.trace_fin_two]
  · simp [energy]
  · have h00 := congrFun (congrFun h 0) 0
    norm_num [Matrix.mul_apply, Fin.sum_univ_two] at h00

end

end RelaxedEnergyMinimizers
```

```lean
#print axioms RelaxedEnergyMinimizers.idempotent_of_isLocalMinOn
#print axioms RelaxedEnergyMinimizers.idempotent_of_isMinOn
#print axioms RelaxedEnergyMinimizers.strictness_needed
```

```
'RelaxedEnergyMinimizers.idempotent_of_isLocalMinOn' depends on axioms: [propext, Classical.choice, Quot.sound]
'RelaxedEnergyMinimizers.idempotent_of_isMinOn' depends on axioms: [propext, Classical.choice, Quot.sound]
'RelaxedEnergyMinimizers.strictness_needed' depends on axioms: [propext, Classical.choice, Quot.sound]
```

## Which density matrices and interactions qualify

`IsDensity N D` states the admissibility conditions, with $0\le D\le1$ read as inequalities between quadratic forms. `PairConcave B` is this file's name for the curvature condition; it demands negativity only for the listed $X$. Neither $h$ nor $B$ need be symmetric. `IsLocalMinOn` compares $D$ with nearby admissible matrices, and `idempotent_of_isMinOn` treats global minimizers. `constantRepulsion`, $\operatorname{tr}X\operatorname{tr}Y-\operatorname{tr}(XY)$, is an explicit interaction that qualifies.

To apply the theorem, one must identify the code's energy with $E$ in an orthonormal basis and check the condition on $B$. Hartree–Fock in real general spin orbitals, with $B$ the direct minus exchange term, fits. In restricted closed-shell form, two electrons repel within one spatial orbital, and the condition can fail. Nothing is said about convergence, or about stationary points that are not local minima.

Weakening the condition to $B(X,X)\le0$ is not enough. In `strictness_needed`, one electron occupies two levels with $h=0$ and $B=0$; every admissible matrix has energy zero, so $\operatorname{diag}(\tfrac12,\tfrac12)$ is a minimizer, yet it is not idempotent.

The same transfer still gives a neighbouring result under $B(X,X)\le0$, argued here in prose only. At a non-idempotent global minimizer, $E$ must be constant along the transfer. Continue until an occupation reaches 0 or 1, and repeat; the process ends at an idempotent matrix of the same energy. For Hartree–Fock, this equality of the relaxed and idempotent minima is known as Lieb's variational principle.
